# Every Lorentz matrix with positive time-time entry is a boost times an orthogonal spatial matrix, in exactly one way

## Is the boost in the first column or in the first row?

A Lorentz matrix $L$ with $L_{00}>0$ splits into a pure boost and an orthogonal matrix acting on space, and the split is said to be unique. I multiplied two boosts along different directions, and the result is not symmetric: the spatial part of its first column differs from that of its first row. Both look like boost parameters. Which one belongs to the boost, and how do I get the rotation without inverting anything?

## The column for a boost on the left, the row for a boost on the right

With the boost on the left, the parameter is the spatial part $u$ of the first column, and the orthogonal factor is
$$R_{ij}=L_{ij}-\frac{L_{i0}L_{0j}}{1+L_{00}} .$$
No other pair $(u,R)$ works. With the boost on the right, the parameter is the spatial part of the first row, and the same $R$ serves.

Take $c=1$, $n$ space dimensions and $g=\mathrm{diag}(1,-I)$. The boost is
$$B(u)=\begin{pmatrix}\gamma&u^T\\u&I+\dfrac{uu^T}{1+\gamma}\end{pmatrix},\qquad \gamma=\sqrt{1+u\cdot u}.$$
It sends the four-velocity $(1,0)$ of a body at rest to $(\gamma,u)$, so $u$ is $\gamma v$ and not the ordinary velocity $v$.

### Reading the factors off the blocks

Write
$$L=\begin{pmatrix}a&p^T\\u&M\end{pmatrix},\qquad a>0 .$$
The condition $L^TgL=g$ says three things:
$$a^2-u\cdot u=1,\qquad M^Tu=a\,p,\qquad M^TM=I+pp^T .$$
The first, with $a>0$, gives $a=\gamma$. Set $R=M-up^T/(1+a)$. Then
$$R^Tu=a\,p-\frac{a^2-1}{1+a}\,p=a\,p-(a-1)\,p=p,$$
and
$$R^TR=I+pp^T-\frac{2a}{1+a}\,pp^T+\frac{a^2-1}{(1+a)^2}\,pp^T=I,$$
because $(1+a)-2a+(a-1)=0$. So $R$ is orthogonal.

For any vector $w$ and any $n\times n$ matrix $S$, block multiplication gives
$$B(w)\,\mathrm{diag}(1,S)=\begin{pmatrix}\gamma(w)&w^TS\\w&S+\dfrac{w\,(w^TS)}{1+\gamma(w)}\end{pmatrix}.$$
With $w=u$ and $S=R$, the relation $u^TR=p^T$ turns this into $L$. Conversely, if the product equals $L$, the first column forces $w=u$, the first row forces $w^TS=p^T$, and the last block forces $S=M-up^T/(1+a)=R$.

For the other order, $p=R^Tu$ gives $Rp=u$ and $p\cdot p=u\cdot u$. Hence
$$\mathrm{diag}(1,R)\,B(p)=\begin{pmatrix}\gamma&p^T\\Rp&R+\dfrac{Rp\,p^T}{1+\gamma}\end{pmatrix}=\begin{pmatrix}\gamma&p^T\\u&R+\dfrac{up^T}{1+\gamma}\end{pmatrix}=L .$$
Your row and column are therefore the same boost parameter, seen before and after the rotation.

If $a=1$, then $u\cdot u=0$, so $u=0$, $B(0)=I$ and $L=\mathrm{diag}(1,R)$. Conversely, such a matrix has time-time entry 1.

### What the Lean theorems say

Spacetime indices have type `Unit ⊕ n`, with `n` any finite type: `τ` is time and `inr i` is a space direction. The predicate `IsOrthochronous L` contains both metric preservation and `0 < L τ τ`. The positive entry means that $L$ keeps the direction of time; time reversal, with entry $-1$, can't be a product of the stated form because $\gamma>0$.

The vector $u$ extracted from the first column is called `velocity L`, although it is the spatial part of a four-velocity, $\gamma v$ and not $v$. The matrix $R$ is `rotationPart L`, and `rotation R` is $\mathrm{diag}(1,R)$. These names are broader than usual, since an orthogonal $R$ may include a reflection. The expression `u ᵥ* R` is $u^TR$, which has the same components as $R^Tu$.

The main theorem, `boost_rotation_decomposition`, is an equivalence for an orthochronous `L` and arbitrary `u` and `R`. On one side, `R` is orthogonal and `L = boost u * rotation R`; on the other, `u = velocity L` and `R = rotationPart L`. Read from right to left it gives existence, and from left to right uniqueness. The theorem for the boost on the right, `rotation_boost_decomposition`, states the factorisation without a uniqueness claim.

Metric preservation is assumed of `L`; that boosts and their products have this property is a separate calculation. The step left to physics is the identification of `L` with an actual change of inertial frame. For your product of two boosts in three space dimensions, $R$ is the Wigner rotation, which enters the description of a moving particle's spin in relativistic quantum mechanics, though the theorems treat only matrices acting on spacetime vectors and not spinors.

```lean
import Mathlib

open Matrix
open Sum (inl inr)

namespace LorentzBoostRotation

noncomputable section

/-- The time index. -/
local notation "τ" => Sum.inl ()

variable {n : Type*} [Fintype n] [DecidableEq n]

/-- The Minkowski metric `diag(1, -I)` with one time and `n` space directions. -/
def metric : Matrix (Unit ⊕ n) (Unit ⊕ n) ℝ := fromBlocks 1 0 0 (-1)

/-- An orthochronous Lorentz matrix preserves the metric and has a positive
time-time entry. -/
def IsOrthochronous (L : Matrix (Unit ⊕ n) (Unit ⊕ n) ℝ) : Prop :=
  Lᵀ * metric * L = metric ∧ 0 < L τ τ

/-- The Lorentz factor `√(1 + u·u)` of the spatial part `u` of a four-velocity. -/
def gamma (u : n → ℝ) : ℝ := √(1 + u ⬝ᵥ u)

/-- The pure boost `[[γ, uᵀ], [u, I + u uᵀ/(1+γ)]]`. -/
def boost (u : n → ℝ) : Matrix (Unit ⊕ n) (Unit ⊕ n) ℝ :=
  fromBlocks (of fun _ _ => gamma u) (of fun _ j => u j) (of fun i _ => u i)
    (1 + (1 + gamma u)⁻¹ • vecMulVec u u)

/-- The matrix `diag(1, R)`, which acts on space alone. -/
def rotation (R : Matrix n n ℝ) : Matrix (Unit ⊕ n) (Unit ⊕ n) ℝ :=
  fromBlocks 1 0 0 R

/-- The spatial part of the first column of `L`. -/
def velocity (L : Matrix (Unit ⊕ n) (Unit ⊕ n) ℝ) : n → ℝ := fun i => L (inr i) τ

/-- The matrix `R_ij = L_ij - L_i0 L_0j / (1 + L_00)`, for `L_00 ≠ -1`. -/
def rotationPart (L : Matrix (Unit ⊕ n) (Unit ⊕ n) ℝ) : Matrix n n ℝ :=
  of fun i j => L (inr i) (inr j) - L (inr i) τ * L τ (inr j) / (1 + L τ τ)

variable {L : Matrix (Unit ⊕ n) (Unit ⊕ n) ℝ}

/-- The columns of a matrix that preserves the metric are orthonormal in the
Minkowski sense. -/
theorem columns_orthonormal (h : Lᵀ * metric * L = metric) (μ ν : Unit ⊕ n) :
    L τ μ * L τ ν - ∑ k, L (inr k) μ * L (inr k) ν = metric μ ν := by
  rw [← h]
  simp [metric, Matrix.mul_apply, Fintype.sum_sum_type, Matrix.one_apply, sub_eq_add_neg]

/-- The time-time entry of an orthochronous Lorentz matrix is the Lorentz factor of
its first column. -/
theorem gamma_velocity (hL : IsOrthochronous L) : gamma (velocity L) = L τ τ := by
  have h := columns_orthonormal hL.1 τ τ
  simp only [metric, fromBlocks_apply₁₁, one_apply_eq] at h
  have e : 1 + velocity L ⬝ᵥ velocity L = L τ τ ^ 2 := by
    simp only [dotProduct, velocity]
    linarith
  rw [gamma, e, Real.sqrt_sq hL.2.le]

/-- For an orthochronous Lorentz matrix, `uᵀ R` is the spatial part of the first row,
where `u` is the spatial part of the first column and `R` the rotation part. -/
theorem velocity_vecMul_rotationPart (hL : IsOrthochronous L) :
    velocity L ᵥ* rotationPart L = fun j => L τ (inr j) := by
  ext j
  have h0 := columns_orthonormal hL.1 τ τ
  have hj := columns_orthonormal hL.1 τ (inr j)
  simp only [metric, fromBlocks_apply₁₁, fromBlocks_apply₁₂, one_apply_eq,
    Matrix.zero_apply] at h0 hj
  have ha : 1 + L τ τ ≠ 0 := by linarith [hL.2]
  have hr : L τ (inr j) / (1 + L τ τ) * (1 + L τ τ) = L τ (inr j) := div_mul_cancel₀ _ ha
  have e : (velocity L ᵥ* rotationPart L) j =
      ∑ k, L (inr k) τ * L (inr k) (inr j) -
      (∑ k, L (inr k) τ * L (inr k) τ) * (L τ (inr j) / (1 + L τ τ)) := by
    rw [Finset.sum_mul, ← Finset.sum_sub_distrib]
    simp only [vecMul, dotProduct, velocity, rotationPart, of_apply]
    exact Finset.sum_congr rfl fun k _ => by ring
  rw [e]
  linear_combination (1 - L τ τ) * hr - hj + L τ (inr j) / (1 + L τ τ) * h0

/-- The rotation part of an orthochronous Lorentz matrix is orthogonal. -/
theorem rotationPart_orthogonal (hL : IsOrthochronous L) :
    (rotationPart L)ᵀ * rotationPart L = 1 := by
  ext i j
  have h0 := columns_orthonormal hL.1 τ τ
  have hi := columns_orthonormal hL.1 τ (inr i)
  have hj := columns_orthonormal hL.1 τ (inr j)
  have hij := columns_orthonormal hL.1 (inr i) (inr j)
  simp only [metric, fromBlocks_apply₁₁, fromBlocks_apply₁₂, fromBlocks_apply₂₂,
    one_apply_eq, Matrix.zero_apply, Matrix.neg_apply] at h0 hi hj hij
  have ha : 1 + L τ τ ≠ 0 := by linarith [hL.2]
  set a := L τ τ
  set p := L τ (inr i)
  set q := L τ (inr j)
  -- expand the product into the four column products
  have e : ((rotationPart L)ᵀ * rotationPart L) i j =
      ∑ k, L (inr k) (inr i) * L (inr k) (inr j) -
      (∑ k, L (inr k) τ * L (inr k) (inr i)) * (q / (1 + a)) -
      (∑ k, L (inr k) τ * L (inr k) (inr j)) * (p / (1 + a)) +
      (∑ k, L (inr k) τ * L (inr k) τ) * (p / (1 + a) * (q / (1 + a))) := by
    simp only [Finset.sum_mul]
    rw [← Finset.sum_sub_distrib, ← Finset.sum_sub_distrib, ← Finset.sum_add_distrib]
    simp only [Matrix.mul_apply, transpose_apply, rotationPart, of_apply, a, p, q]
    exact Finset.sum_congr rfl fun k _ => by ring
  have c : p * q - a * p * (q / (1 + a)) - a * q * (p / (1 + a)) +
      (a * a - 1) * (p / (1 + a) * (q / (1 + a))) = 0 := by
    field_simp
    ring
  rw [e]
  linear_combination c - hij + q / (1 + a) * hi + p / (1 + a) * hj -
    p / (1 + a) * (q / (1 + a)) * h0

/-- The block form of the product `B(u) diag(1, R)`. -/
theorem boost_mul_rotation (u : n → ℝ) (R : Matrix n n ℝ) :
    boost u * rotation R = fromBlocks (of fun _ _ => gamma u) (of fun _ j => (u ᵥ* R) j)
      (of fun i _ => u i) (R + (1 + gamma u)⁻¹ • vecMulVec u (u ᵥ* R)) := by
  have h : vecMulVec u u * R = vecMulVec u (u ᵥ* R) := by
    ext i j
    simp [Matrix.mul_apply, vecMulVec_apply, vecMul, dotProduct, Finset.mul_sum, mul_assoc]
  have hs : (1 + (1 + gamma u)⁻¹ • vecMulVec u u) * R =
      R + (1 + gamma u)⁻¹ • vecMulVec u (u ᵥ* R) := by
    rw [Matrix.add_mul, Matrix.one_mul, Matrix.smul_mul, h]
  rw [boost, rotation, fromBlocks_multiply, hs]
  ext (⟨⟩ | i) (⟨⟩ | j) <;> simp [Matrix.mul_apply, vecMul, dotProduct]

/-- An orthochronous Lorentz matrix is `B(u) diag(1, R)` with `R` orthogonal for exactly
one pair: `u` is the spatial part of its first column and `R` its rotation part. -/
theorem boost_rotation_decomposition (hL : IsOrthochronous L) (u : n → ℝ)
    (R : Matrix n n ℝ) :
    (Rᵀ * R = 1 ∧ L = boost u * rotation R) ↔ (u = velocity L ∧ R = rotationPart L) := by
  constructor
  · -- uniqueness: read `u` and `R` off the blocks
    rintro ⟨-, h⟩
    rw [boost_mul_rotation] at h
    rw [h]
    refine ⟨rfl, ?_⟩
    ext i j
    simp only [rotationPart, of_apply, fromBlocks_apply₁₁, fromBlocks_apply₁₂,
      fromBlocks_apply₂₁, fromBlocks_apply₂₂, Matrix.add_apply, Matrix.smul_apply,
      smul_eq_mul, vecMulVec_apply]
    ring
  · -- existence: multiply the two factors
    rintro ⟨rfl, rfl⟩
    refine ⟨rotationPart_orthogonal hL, ?_⟩
    rw [boost_mul_rotation, velocity_vecMul_rotationPart hL, gamma_velocity hL]
    ext (⟨⟩ | i) (⟨⟩ | j)
    · rfl
    · rfl
    · rfl
    · simp only [rotationPart, velocity, of_apply, fromBlocks_apply₂₂, Matrix.add_apply,
        Matrix.smul_apply, smul_eq_mul, vecMulVec_apply]
      ring

/-- Moving an orthogonal `R` through a boost turns the boost parameter `u` into `Rᵀ u`. -/
theorem boost_rotation_exchange (u : n → ℝ) {R : Matrix n n ℝ} (hR : Rᵀ * R = 1) :
    boost u * rotation R = rotation R * boost (u ᵥ* R) := by
  have hu : R *ᵥ (u ᵥ* R) = u := by
    rw [← mulVec_transpose, mulVec_mulVec, mul_eq_one_comm.mp hR, one_mulVec]
  have hg : gamma (u ᵥ* R) = gamma u := by
    rw [gamma, gamma, ← Matrix.dotProduct_mulVec, hu]
  have h : R * vecMulVec (u ᵥ* R) (u ᵥ* R) = vecMulVec u (u ᵥ* R) := by
    ext i j
    rw [vecMulVec_apply, ← congrFun hu i]
    simp only [Matrix.mul_apply, vecMulVec_apply, mulVec, dotProduct, Finset.sum_mul, mul_assoc]
  have hs : R * (1 + (1 + gamma u)⁻¹ • vecMulVec (u ᵥ* R) (u ᵥ* R)) =
      R + (1 + gamma u)⁻¹ • vecMulVec u (u ᵥ* R) := by
    rw [Matrix.mul_add, Matrix.mul_one, Matrix.mul_smul, h]
  rw [boost_mul_rotation, boost, rotation, fromBlocks_multiply, hg, hs]
  ext (⟨⟩ | i) (⟨⟩ | j)
  · simp
  · simp
  · simpa [Matrix.mul_apply, mulVec, dotProduct] using (congrFun hu i).symm
  · simp

/-- An orthochronous Lorentz matrix is also its rotation part times a boost on the right,
whose parameter is the spatial part of the first row. -/
theorem rotation_boost_decomposition (hL : IsOrthochronous L) :
    L = rotation (rotationPart L) * boost (fun j => L τ (inr j)) := by
  rw [← velocity_vecMul_rotationPart hL,
    ← boost_rotation_exchange _ (rotationPart_orthogonal hL)]
  exact ((boost_rotation_decomposition hL _ _).mpr ⟨rfl, rfl⟩).2

/-- An orthochronous Lorentz matrix has time-time entry 1 exactly when it is
`diag(1, R)` with `R` orthogonal. -/
theorem time_entry_eq_one_iff (hL : IsOrthochronous L) :
    L τ τ = 1 ↔ ∃ R : Matrix n n ℝ, Rᵀ * R = 1 ∧ L = rotation R := by
  constructor
  · intro h1
    have h := columns_orthonormal hL.1 τ τ
    simp only [metric, fromBlocks_apply₁₁, one_apply_eq, h1] at h
    have hu : velocity L = 0 := by
      apply dotProduct_self_eq_zero.mp
      simp only [dotProduct, velocity]
      linarith
    have hB : boost (0 : n → ℝ) = 1 := by
      ext (⟨⟩ | i) (⟨⟩ | j) <;> simp [boost, gamma, Matrix.one_apply]
    have hd := ((boost_rotation_decomposition hL _ _).mpr ⟨rfl, rfl⟩).2
    rw [hu, hB, one_mul] at hd
    exact ⟨_, rotationPart_orthogonal hL, hd⟩
  · rintro ⟨R, -, h⟩
    rw [h]
    simp [rotation]

end

end LorentzBoostRotation
```

```lean
#print axioms LorentzBoostRotation.rotation_boost_decomposition
-- 'LorentzBoostRotation.rotation_boost_decomposition' depends on axioms: [propext, Classical.choice, Quot.sound]
#print axioms LorentzBoostRotation.time_entry_eq_one_iff
-- 'LorentzBoostRotation.time_entry_eq_one_iff' depends on axioms: [propext, Classical.choice, Quot.sound]
```

### From the block equations to the Lean proof

`columns_orthonormal` evaluates $L^TgL=g$ entry by entry and so supplies all three block relations. `gamma_velocity` takes the time-time one and uses positivity to choose the root $\gamma=a$.

`velocity_vecMul_rotationPart` proves $u^TR=p^T$. Its equation `e` expands the sum over space into column products, and `linear_combination` inserts the orthonormality relations. `rotationPart_orthogonal` follows the same pattern for $R^TR$: `e` is the expansion into four terms, and `c` is the scalar cancellation of the $pp^T$ coefficients, with `p` and `q` standing for the components $p_i$ and $p_j$.

`boost_mul_rotation` is the block product above. In the main theorem, the uniqueness half substitutes this product for `L` and simplifies `rotationPart`; it never uses the orthogonality of `R`. The existence half rewrites the product with the two earlier identities and compares the four blocks.

`boost_rotation_exchange` moves an orthogonal matrix through a boost. It turns $R^TR=I$ into $RR^T=I$, which holds for square matrices, to obtain $R(R^Tu)=u$ and the equality of the two Lorentz factors. Applied to the main theorem, it gives the factorisation with the boost on the right. Finally, `time_entry_eq_one_iff` obtains $u=0$ from a vanishing sum of squares and puts it into the main theorem.
